# Energy and co-energy of the diffuse double layer: F(s) + G(p) ≥ sp, with equality exactly on the Grahame relation

For a flat surface in a symmetric monovalent electrolyte, treated in mean field with point ions, the case of zero charge already shows the mechanism. Pair s = 0 with any trial value p of the reduced potential; unless p = 0, this pair is not an equilibrium state of the layer. Since the charging energy F vanishes at s = 0, the inequality F(s) + G(p) ≥ sp then involves only the co-energy

G(p) = 4(cosh(p/2) − 1).

Since cosh is at least 1 and equals 1 only at zero, G(p) ≥ 0, with equality only at p = 0. Geometrically, cosh lies above its horizontal tangent at the origin and touches it once. For a surface with reduced charge s, the point of contact moves to arsinh(s/2) and the tangent tilts; the rest of the argument is the same.

```lean
import Mathlib

namespace DoubleLayerCharging

noncomputable section
```

## Charge, potential and two energies

The model is a flat surface facing a symmetric monovalent electrolyte of point ions in mean field. The surface potential p, taken relative to the bulk electrolyte, is measured in units of kT/e, and the charge density s in units of εκkT/e, where ε is the permittivity and κ the inverse Debye length. Energies per area are then in units of εκ(kT/e)². The charging energy is

F(s) = 2s arsinh(s/2) − 2√(s² + 4) + 4.

In Lean it is a function from real numbers to real numbers, so both signs of charge are included.

```lean
/-- Charging energy of the diffuse double layer at reduced surface charge `s`. -/
def chargingEnergy (s : ℝ) : ℝ :=
  2 * s * Real.arsinh (s / 2) - 2 * Real.sqrt (s ^ 2 + 4) + 4
```

The co-energy G is the companion function of the potential.

```lean
/-- Co-energy of the diffuse double layer at reduced surface potential `p`. -/
def coEnergy (p : ℝ) : ℝ := 4 * (Real.cosh (p / 2) - 1)
```

The Grahame relation assigns to each potential the charge

s = 2 sinh(p/2).

It expresses that the screening ions, distributed according to the Poisson–Boltzmann equation, carry a total charge equal and opposite to that of the surface. It enters here as a definition; the Poisson–Boltzmann equation behind it is not solved in the file.

```lean
/-- Reduced surface charge assigned to the surface potential `p` by the Grahame relation. -/
def grahameCharge (p : ℝ) : ℝ := 2 * Real.sinh (p / 2)
```

## The potential as the derivative of the energy

Put u = arsinh(s/2), so that s = 2 sinh u. From cosh² u = 1 + sinh² u, with cosh u positive,

√(s² + 4) = 2√(1 + (s/2)²) = 2 cosh u.

The Lean proof takes the factor 2² out of the root in the same way.

```lean
/-- The square root in the charging energy equals twice the hyperbolic cosine of `arsinh (s / 2)`.
-/
theorem sqrt_eq_cosh (s : ℝ) :
    Real.sqrt (s ^ 2 + 4) = 2 * Real.cosh (Real.arsinh (s / 2)) := by
  rw [Real.cosh_arsinh, show s ^ 2 + 4 = 2 ^ 2 * (1 + (s / 2) ^ 2) by ring,
    Real.sqrt_mul (by positivity), Real.sqrt_sq (by norm_num)]
```

Differentiating F term by term gives

F′(s) = 2 arsinh(s/2) + s/√(1 + (s/2)²) − 2s/√(s² + 4).

By the previous identity the last two terms are s/cosh u and −s/cosh u. They cancel, leaving

F′(s) = 2 arsinh(s/2),

which is the potential obtained by inverting the Grahame relation. `HasDerivAt` states that the derivative exists at s and has this value. In the proof, `h2` and `h3` are the chain rule for the two non-polynomial factors, `h4` assembles the derivative, and `e` is the cancellation.

```lean
/-- The derivative of the charging energy with respect to the surface charge is
`2 arsinh (s / 2)`. -/
theorem hasDerivAt_chargingEnergy (s : ℝ) :
    HasDerivAt chargingEnergy (2 * Real.arsinh (s / 2)) s := by
  have h1 : HasDerivAt (fun x : ℝ => x / 2) (1 / 2) s := (hasDerivAt_id' s).div_const 2
  have h2 : HasDerivAt (fun x : ℝ => Real.arsinh (x / 2))
      ((Real.sqrt (1 + (s / 2) ^ 2))⁻¹ * (1 / 2)) s := by
    have hcomp := (Real.hasDerivAt_arsinh (s / 2)).comp s h1
    exact hcomp
  have hq : HasDerivAt (fun x : ℝ => x ^ 2 + 4) (2 * s) s :=
    ((hasDerivAt_pow 2 s).add_const 4).congr_deriv (by norm_num)
  have hne : s ^ 2 + 4 ≠ 0 := by positivity
  have h3 : HasDerivAt (fun x : ℝ => Real.sqrt (x ^ 2 + 4))
      (2 * s / (2 * Real.sqrt (s ^ 2 + 4))) s := hq.sqrt hne
  have h4 := ((((hasDerivAt_id' s).const_mul 2).fun_mul h2).fun_sub
    (h3.const_mul 2)).add_const 4
  -- the two algebraic terms cancel and only the potential remains
  have e : 2 * 1 * Real.arsinh (s / 2)
      + 2 * s * ((Real.sqrt (1 + (s / 2) ^ 2))⁻¹ * (1 / 2))
      - 2 * (2 * s / (2 * Real.sqrt (s ^ 2 + 4))) = 2 * Real.arsinh (s / 2) := by
    rw [sqrt_eq_cosh, Real.cosh_arsinh]
    ring
  exact h4.congr_deriv e
```

Because F(0) = −2·2 + 4 = 0, integrating the potential from zero charge recovers the energy:

∫₀ˢ 2 arsinh(σ/2) dσ = F(s).

This is the reversible work of charging at constant temperature and constant bulk salt concentration, and therefore a free energy that includes the response of the ions. For negative s the integral is oriented from 0 down to s. The proof uses the fundamental theorem of calculus, with continuity of arsinh supplying integrability.

```lean
/-- The charging energy is the work of bringing up the charge from zero to `s` against the
potential `2 arsinh (σ / 2)`. -/
theorem charging_work (s : ℝ) :
    ∫ σ in (0 : ℝ)..s, 2 * Real.arsinh (σ / 2) = chargingEnergy s := by
  have hc : Continuous Real.arsinh :=
    continuous_iff_continuousAt.mpr fun x => (Real.hasDerivAt_arsinh x).continuousAt
  have hc' : Continuous fun σ : ℝ => 2 * Real.arsinh (σ / 2) :=
    continuous_const.mul (hc.comp (continuous_id.div_const 2))
  have h0 : chargingEnergy 0 = 0 := by
    rw [chargingEnergy, sqrt_eq_cosh]
    norm_num [Real.arsinh_zero, Real.cosh_zero]
  rw [intervalIntegral.integral_eq_sub_of_hasDerivAt
    (fun x _ => hasDerivAt_chargingEnergy x) (hc'.intervalIntegrable 0 s), h0, sub_zero]
```

## The height of cosh above a tangent

Let u ≠ v be real and write d = v − u. Splitting cosh and sinh into exponentials gives

cosh v − cosh u − d sinh u = ½eᵘ(eᵈ − 1 − d) + ½e⁻ᵘ(e⁻ᵈ − 1 + d).

Since 1 + x < eˣ for every x ≠ 0, both brackets are positive, and so is the left side. In Lean, `h1` and `h2` are the two exponential inequalities, and `k1` and `k2` are the same inequalities multiplied by the positive weights eᵘ and e⁻ᵘ.

```lean
/-- The hyperbolic cosine lies strictly above each of its tangents away from the point of
contact. -/
theorem cosh_above_tangent {u v : ℝ} (h : u ≠ v) :
    Real.cosh u + Real.sinh u * (v - u) < Real.cosh v := by
  have h1 := Real.add_one_lt_exp (sub_ne_zero.mpr h.symm)
  have h2 := Real.add_one_lt_exp (sub_ne_zero.mpr h)
  have e1 : Real.exp v = Real.exp u * Real.exp (v - u) := by
    rw [← Real.exp_add]
    congr 1
    ring
  have e2 : Real.exp (-v) = Real.exp (-u) * Real.exp (u - v) := by
    rw [← Real.exp_add]
    congr 1
    ring
  -- weight the two exponential inequalities by exp u and exp (-u)
  have k1 := mul_lt_mul_of_pos_left h1 (Real.exp_pos u)
  have k2 := mul_lt_mul_of_pos_left h2 (Real.exp_pos (-u))
  rw [Real.cosh_eq u, Real.cosh_eq v, Real.sinh_eq u, e1, e2]
  nlinarith [k1, k2]
```

Now return to u = arsinh(s/2) and set v = p/2. The three terms to be compared become

F(s) = 4u sinh u − 4 cosh u + 4,

G(p) = 4 cosh v − 4,

sp = 4v sinh u.

Hence

F(s) + G(p) − sp = 4[cosh v − cosh u − (v − u) sinh u].

The gap is four times the height just computed.

```lean
/-- Energy plus co-energy minus charge times potential is four times the height of the
hyperbolic cosine at `p / 2` above its tangent at `arsinh (s / 2)`. -/
theorem energy_gap (s p : ℝ) :
    chargingEnergy s + coEnergy p - s * p =
      4 * (Real.cosh (p / 2) - Real.cosh (Real.arsinh (s / 2))
        - Real.sinh (Real.arsinh (s / 2)) * (p / 2 - Real.arsinh (s / 2))) := by
  rw [chargingEnergy, coEnergy, sqrt_eq_cosh, Real.sinh_arsinh]
  ring
```

If u = v, the gap is zero and s = 2 sinh u = 2 sinh(p/2). If u ≠ v, the gap is strictly positive, and the Grahame relation fails because it would give arsinh(s/2) = p/2. Therefore

F(s) + G(p) ≥ sp for all real s and p,

with equality if and only if s = 2 sinh(p/2). The theorem states the inequality and the equivalence as a pair, and its proof follows these two cases.

```lean
/-- Energy plus co-energy is at least charge times potential, with equality exactly when
charge and potential obey the Grahame relation. -/
theorem energy_add_coEnergy_ge (s p : ℝ) :
    s * p ≤ chargingEnergy s + coEnergy p ∧
      (chargingEnergy s + coEnergy p = s * p ↔ s = grahameCharge p) := by
  have g := energy_gap s p
  by_cases h : Real.arsinh (s / 2) = p / 2
  · -- matched charge and potential: the gap closes
    have hs : s = grahameCharge p := by
      rw [grahameCharge, ← h, Real.sinh_arsinh]
      ring
    rw [h] at g
    have g0 : chargingEnergy s + coEnergy p - s * p = 0 := by
      rw [g]
      ring
    exact ⟨by linarith, fun _ => hs, fun _ => by linarith⟩
  · -- otherwise the gap is strictly positive
    have t := cosh_above_tangent h
    have gpos : 0 < chargingEnergy s + coEnergy p - s * p := by
      rw [g]
      linarith
    refine ⟨by linarith, fun e => ?_, fun e => absurd ?_ h⟩
    · exfalso
      linarith
    · rw [e, grahameCharge, show 2 * Real.sinh (p / 2) / 2 = Real.sinh (p / 2) by ring,
        Real.arsinh_sinh]
```

## Fixed charge and fixed potential

Rearranged, the inequality says sp − G(p) ≤ F(s) for every p. Equality is reached at p = 2 arsinh(s/2), so

F(s) = max over p of [sp − G(p)].

`IsGreatest` expresses this in two parts: F(s) is one of the values of sp − G(p), and no value exceeds it. The first part of the proof supplies the maximising potential, the second uses the inequality.

```lean
/-- At fixed charge `s`, the charging energy is the attained maximum of `s p` minus the
co-energy over all surface potentials `p`. -/
theorem chargingEnergy_isGreatest (s : ℝ) :
    IsGreatest (Set.range fun p : ℝ => s * p - coEnergy p) (chargingEnergy s) := by
  constructor
  · have hs : s = grahameCharge (2 * Real.arsinh (s / 2)) := by
      rw [grahameCharge, show 2 * Real.arsinh (s / 2) / 2 = Real.arsinh (s / 2) by ring,
        Real.sinh_arsinh]
      ring
    have h := (energy_add_coEnergy_ge s (2 * Real.arsinh (s / 2))).2.mpr hs
    refine ⟨2 * Real.arsinh (s / 2), ?_⟩
    show s * (2 * Real.arsinh (s / 2)) - coEnergy (2 * Real.arsinh (s / 2)) = chargingEnergy s
    linarith
  · rintro _ ⟨p, rfl⟩
    show s * p - coEnergy p ≤ chargingEnergy s
    linarith [(energy_add_coEnergy_ge s p).1]
```

Exchanging the roles of charge and potential gives

G(p) = max over s of [sp − F(s)],

reached at the Grahame charge s = 2 sinh(p/2). The free energy at fixed potential is the minimum of F(s) − sp over s, which is −G(p). For a flat surface in this mean-field, point-ion model, F(s) and −G(p) are thus closed-form free energies, relative to the uncharged surface, against which a numerical Poisson–Boltzmann calculation at fixed charge or at fixed potential can be compared.

```lean
/-- At fixed potential `p`, the co-energy is the attained maximum of `s p` minus the charging
energy over all surface charges `s`. -/
theorem coEnergy_isGreatest (p : ℝ) :
    IsGreatest (Set.range fun s : ℝ => s * p - chargingEnergy s) (coEnergy p) := by
  constructor
  · have h := (energy_add_coEnergy_ge (grahameCharge p) p).2.mpr rfl
    refine ⟨grahameCharge p, ?_⟩
    show grahameCharge p * p - chargingEnergy (grahameCharge p) = coEnergy p
    linarith
  · rintro _ ⟨s, rfl⟩
    show s * p - chargingEnergy s ≤ coEnergy p
    linarith [(energy_add_coEnergy_ge s p).1]
```

## The linear capacitor as limit and bound

For small p the Grahame relation reduces to s ≈ p, a capacitor of unit capacitance (εκ per area in ordinary units), for which energy and co-energy are s²/2 and p²/2. Expanding the full functions shows the first departures from it:

G(p) = p²/2 + p⁴/96 + …

F(s) = s²/2 − s⁴/96 + …

The signs of these corrections agree with bounds that hold at every size of charge and potential. Since |sinh x| ≥ |x|,

G(p) = 8 sinh²(p/4) ≥ 8(p/4)² = p²/2.

For the energy, let p be the maximising potential at charge s. Then

F(s) = sp − G(p) ≤ sp − p²/2 = s²/2 − (s − p)²/2 ≤ s²/2.

At a given charge, the nonlinear layer thus costs no more work to charge than the linear one. The Lean theorem states the two bounds, not the series. Its proof treats the two signs of p/4 separately to get `hsq`, then takes the maximising potential from the fixed-charge principle and completes the square.

```lean
/-- The co-energy at potential `p` is at least `p ^ 2 / 2`, and the charging energy at charge
`s` is at most `s ^ 2 / 2`, the values for a linear capacitor of unit capacitance. -/
theorem linear_capacitor_bounds :
    (∀ p : ℝ, p ^ 2 / 2 ≤ coEnergy p) ∧ ∀ s : ℝ, chargingEnergy s ≤ s ^ 2 / 2 := by
  have hG : ∀ p : ℝ, p ^ 2 / 2 ≤ coEnergy p := by
    intro p
    have hsq : (p / 4) ^ 2 ≤ Real.sinh (p / 4) ^ 2 := by
      rcases le_total 0 (p / 4) with h | h
      · have := Real.self_le_sinh_iff.mpr h
        nlinarith
      · have := Real.sinh_le_self_iff.mpr h
        nlinarith
    have hc := Real.cosh_sq (p / 4)
    rw [coEnergy, show p / 2 = 2 * (p / 4) by ring, Real.cosh_two_mul]
    nlinarith
  refine ⟨hG, fun s => ?_⟩
  -- evaluate the energy at the optimal potential and complete the square
  obtain ⟨p, hp⟩ := (chargingEnergy_isGreatest s).1
  have hp' : s * p - coEnergy p = chargingEnergy s := hp
  nlinarith [hG p, sq_nonneg (s - p)]

end

end DoubleLayerCharging
```

```lean
#print axioms DoubleLayerCharging.charging_work
#print axioms DoubleLayerCharging.energy_add_coEnergy_ge
#print axioms DoubleLayerCharging.coEnergy_isGreatest
#print axioms DoubleLayerCharging.linear_capacitor_bounds
```

```
'DoubleLayerCharging.charging_work' depends on axioms: [propext, Classical.choice, Quot.sound]
'DoubleLayerCharging.energy_add_coEnergy_ge' depends on axioms: [propext, Classical.choice, Quot.sound]
'DoubleLayerCharging.coEnergy_isGreatest' depends on axioms: [propext, Classical.choice, Quot.sound]
'DoubleLayerCharging.linear_capacitor_bounds' depends on axioms: [propext, Classical.choice, Quot.sound]
```
